# Every two-fermion amplitude matrix on finitely many orbitals is a weighted sum of determinants over orthonormal orbital pairs

```lean
import Mathlib

open Matrix
open scoped ComplexOrder

namespace TwoFermionCanonicalForm

noncomputable section

variable {n : Type*} [Fintype n]
```

The finite type `n` labels an orthonormal basis of spin orbitals. A two-fermion state is $|\Psi\rangle=\sum_{ij}C_{ij}|i\rangle|j\rangle$, with a complex amplitude matrix satisfying $C^T=-C$. In Lean, `*ᵥ` applies a matrix to a vector, `ᵀ` is the transpose, `ᴴ` is the adjoint, and `star` conjugates a vector entrywise. The product `a ⬝ᵥ b` is $a\cdot b=\sum_i a_ib_i$, without conjugation, so the overlap $\langle b|a\rangle$ is written `a ⬝ᵥ star b`, or $a\cdot b^*$.

```lean
/-- The unnormalised Slater determinant of two orbitals, as the amplitude matrix `u vᵀ - v uᵀ`. -/
def slater (u v : n → ℂ) : Matrix n n ℂ := Matrix.of fun i j => u i * v j - v i * u j
```

This is $S(u,v)=uv^T-vu^T$. For orthonormal $u,v$ its squared norm is 2; the normalised determinant is $S(u,v)/\sqrt2$.

```lean
/-- All the orbitals `u m` and `v m` together form an orthonormal family. -/
structure OrthonormalPairs {r : ℕ} (u v : Fin r → n → ℂ) : Prop where
  uu : ∀ i j, u i ⬝ᵥ star (u j) = if i = j then 1 else 0
  vv : ∀ i j, v i ⬝ᵥ star (v j) = if i = j then 1 else 0
  uv : ∀ i j, u i ⬝ᵥ star (v j) = 0
```

The index type `Fin r` runs over $0,\dots,r-1$. The three fields say that all $2r$ orbitals are orthonormal; `uv` includes the case $i=j$.

```lean
/-- The superposition of the pair determinants of `u m` and `v m` with real coefficients `c m`. -/
def pairSum {r : ℕ} (c : Fin r → ℝ) (u v : Fin r → n → ℂ) : Matrix n n ℂ :=
  ∑ m, (c m : ℂ) • slater (u m) (v m)
```

This is $\sum_m c_m S(u_m,v_m)$ with real $c_m$. In terms of normalised determinants the amplitudes are $\sqrt2\,c_m$.

## Exchange and contraction

```lean
/-- A Slater determinant contracted with an orbital leaves a combination of its two orbitals. -/
theorem slater_mulVec (u v z : n → ℂ) :
    slater u v *ᵥ z = (v ⬝ᵥ z) • u - (u ⬝ᵥ z) • v := by
  ext i
  simp only [slater, Matrix.mulVec, dotProduct, Matrix.of_apply, Pi.sub_apply, Pi.smul_apply,
    smul_eq_mul, Finset.sum_mul, ← Finset.sum_sub_distrib]
  exact Finset.sum_congr rfl fun j _ => by ring
```

Multiplying out gives $S(u,v)z=(v\cdot z)\,u-(u\cdot z)\,v$.

```lean
omit [Fintype n] in
/-- A Slater determinant changes sign when the two particles are exchanged. -/
theorem slater_transpose (u v : n → ℂ) : (slater u v)ᵀ = -slater u v := by
  ext i j
  simp only [slater, Matrix.transpose_apply, Matrix.neg_apply, Matrix.of_apply]
  ring
```

Transposition exchanges the particles: $S(u,v)^T=-S(u,v)$.

```lean
/-- Exchanging the two orbitals in an overlap conjugates it. -/
theorem overlap_symm (a b : n → ℂ) : star (a ⬝ᵥ star b) = b ⬝ᵥ star a := by
  simp only [dotProduct, star_sum, star_mul, Pi.star_apply, star_star]
```

This is $\langle b|a\rangle^*=\langle a|b\rangle$.

```lean
/-- An antisymmetric amplitude moves across the bilinear product with a minus sign. -/
theorem skew_dot {C : Matrix n n ℂ} (hC : Cᵀ = -C) (a b : n → ℂ) :
    (C *ᵥ a) ⬝ᵥ b = -(a ⬝ᵥ (C *ᵥ b)) := by
  rw [dotProduct_comm (C *ᵥ a) b, Matrix.dotProduct_mulVec b C a, ← Matrix.mulVec_transpose, hC,
    Matrix.neg_mulVec, neg_dotProduct, dotProduct_comm (C *ᵥ b) a]
```

Since $(Ca)\cdot b=a\cdot(C^Tb)$, antisymmetry gives $(Ca)\cdot b=-a\cdot(Cb)$.

```lean
omit [Fintype n] in
/-- Every superposition of pair determinants is antisymmetric under particle exchange. -/
theorem pairSum_transpose {r : ℕ} (c : Fin r → ℝ) (u v : Fin r → n → ℂ) :
    (pairSum c u v)ᵀ = -pairSum c u v := by
  simp only [pairSum, Matrix.transpose_sum, Matrix.transpose_smul, slater_transpose, smul_neg,
    Finset.sum_neg_distrib]
```

Summing the exchange rule over $m$ gives the converse of the decomposition: every such sum is antisymmetric, even without positive coefficients or orthonormal orbitals.

```lean
/-- In canonical form, contraction with one orbital of a pair returns its partner, multiplied by
the pair coefficient up to sign. -/
theorem pairSum_partner {r : ℕ} (c : Fin r → ℝ) {u v : Fin r → n → ℂ}
    (h : OrthonormalPairs u v) (k : Fin r) :
    pairSum c u v *ᵥ star (v k) = (c k : ℂ) • u k ∧
      pairSum c u v *ᵥ star (u k) = -((c k : ℂ) • v k) := by
  have act : ∀ z, pairSum c u v *ᵥ z
      = ∑ m, (c m : ℂ) • ((v m ⬝ᵥ z) • u m - (u m ⬝ᵥ z) • v m) := by
    intro z
    let f : Matrix n n ℂ →+ (n → ℂ) :=
      ⟨⟨fun M => M *ᵥ z, Matrix.zero_mulVec z⟩, fun A B => Matrix.add_mulVec A B z⟩
    refine (map_sum f (fun m => (c m : ℂ) • slater (u m) (v m)) Finset.univ).trans
      (Finset.sum_congr rfl fun m _ => ?_)
    change ((c m : ℂ) • slater (u m) (v m)) *ᵥ z = _
    rw [Matrix.smul_mulVec, slater_mulVec]
  have vu : ∀ i j, v i ⬝ᵥ star (u j) = 0 := fun i j => by
    rw [← overlap_symm, h.uv, star_zero]
  constructor
  · rw [act, Finset.sum_eq_single k]
    · rw [h.vv, h.uv]; simp
    · intro m _ hm
      rw [h.vv, h.uv]; simp [hm]
    · simp
  · rw [act, Finset.sum_eq_single k]
    · rw [h.uu, vu]; simp
    · intro m _ hm
      rw [h.uu, vu]; simp [hm]
    · simp
```

For $P=\sum_m c_mS(u_m,v_m)$ with orthonormal orbitals, the contraction formula leaves only the term $m=k$:
$$Pv_k^*=c_ku_k,\qquad Pu_k^*=-c_kv_k.$$
The local fact `act` is the contraction formula summed over $m$, and `Finset.sum_eq_single k` selects the surviving term.

## Splitting off one pair

```lean
/-- A nonzero antisymmetric amplitude has an orthonormal pair of orbitals that it maps into each
other, after conjugation, with a common positive strength and opposite signs. -/
theorem exists_pair {C : Matrix n n ℂ} (hC : Cᵀ = -C) (h0 : C ≠ 0) :
    ∃ (s : ℝ) (x y : n → ℂ), 0 < s ∧ x ⬝ᵥ star x = 1 ∧ y ⬝ᵥ star y = 1 ∧ x ⬝ᵥ star y = 0 ∧
      C *ᵥ star y = (s : ℂ) • x ∧ C *ᵥ star x = -((s : ℂ) • y) := by
  classical
  have self : ∀ a : n → ℂ, a ≠ 0 → ∃ p : ℝ, 0 < p ∧ a ⬝ᵥ star a = (p : ℂ) := by
    intro a ha
    obtain ⟨i, hi⟩ := Function.ne_iff.mp ha
    refine ⟨∑ i, Complex.normSq (a i), Finset.sum_pos' (fun j _ => Complex.normSq_nonneg _)
      ⟨i, Finset.mem_univ i, Complex.normSq_pos.mpr hi⟩, ?_⟩
    simp only [dotProduct, Pi.star_apply, Complex.ofReal_sum]
    exact Finset.sum_congr rfl fun j _ => Complex.mul_conj _
  have hst : ∀ (a : ℝ) (w : n → ℂ), star ((a : ℂ) • w) = (a : ℂ) • star w := by
    intro a w
    ext i
    simp
  have hCH : (Cᴴ)ᵀ = -Cᴴ := by
    ext i j
    have e := congrFun (congrFun hC j) i
    simp only [Matrix.transpose_apply, Matrix.neg_apply, Matrix.conjTranspose_apply] at e ⊢
    rw [e, star_neg]
  -- an eigenvector of `C C†` and its partner `z`
  obtain ⟨w, t, ht, hw, hAw⟩ :=
    (Matrix.isHermitian_mul_conjTranspose_self C).exists_eigenvector_of_ne_zero
      (fun h => h0 (Matrix.self_mul_conjTranspose_eq_zero.mp h))
  obtain ⟨z, hz⟩ : ∃ z, C *ᵥ star w = z := ⟨_, rfl⟩
  have hCz : C *ᵥ star z = -((t : ℂ) • w) := by
    rw [← hz, Matrix.star_mulVec, star_star, ← Matrix.mulVec_transpose, hCH, Matrix.neg_mulVec,
      Matrix.mulVec_neg, Matrix.mulVec_mulVec, hAw]
    ext i
    simp
  have hz0 : z ≠ 0 := by
    intro h
    rw [h, star_zero, Matrix.mulVec_zero] at hCz
    rcases smul_eq_zero.mp (neg_eq_zero.mp hCz.symm) with h | h
    · exact ht (by exact_mod_cast h)
    · exact hw h
  obtain ⟨p, hp0, hp⟩ := self w hw
  obtain ⟨q, hq0, hq⟩ := self z hz0
  have hqt : q = t * p := by
    have e := skew_dot hC (star w) (star z)
    rw [hz, hCz, dotProduct_neg, neg_neg, dotProduct_smul, dotProduct_comm (star w) w, hp, hq,
      smul_eq_mul] at e
    exact_mod_cast e
  have htp : 0 < t := by
    by_contra h
    nlinarith [not_lt.mp h]
  have hwz : w ⬝ᵥ star z = 0 := by
    have e := skew_dot hC (star w) (star w)
    rw [hz, dotProduct_comm (star w) z] at e
    have e0 : z ⬝ᵥ star w = 0 := by linear_combination e / 2
    rw [← overlap_symm, e0, star_zero]
  -- normalisation of both orbitals
  obtain ⟨s, hs, hss⟩ : ∃ s : ℝ, 0 < s ∧ s * s = t :=
    ⟨Real.sqrt t, Real.sqrt_pos.mpr htp, Real.mul_self_sqrt htp.le⟩
  obtain ⟨a, ha⟩ : ∃ a : ℝ, a * (a * p) = 1 := ⟨(Real.sqrt p)⁻¹, by
    rw [← mul_assoc, ← mul_inv, Real.mul_self_sqrt hp0.le, inv_mul_cancel₀ hp0.ne']⟩
  obtain ⟨b, hb⟩ : ∃ b : ℝ, b * s = -a := ⟨-(a / s), by
    rw [neg_mul, div_mul_cancel₀ a hs.ne']⟩
  refine ⟨s, (a : ℂ) • w, (b : ℂ) • z, hs, ?_, ?_, ?_, ?_, ?_⟩
  · rw [hst, smul_dotProduct, dotProduct_smul, hp, smul_eq_mul, smul_eq_mul]
    exact_mod_cast ha
  · rw [hst, smul_dotProduct, dotProduct_smul, hq, smul_eq_mul, smul_eq_mul]
    have e : b * (b * q) = 1 := by
      rw [hqt, ← hss]
      linear_combination (b * s - a) * p * hb + ha
    exact_mod_cast e
  · rw [hst, smul_dotProduct, dotProduct_smul, hwz, smul_zero, smul_zero]
  · rw [hst, Matrix.mulVec_smul, hCz, smul_neg, smul_smul, smul_smul, ← neg_smul]
    have e : -(b * t) = s * a := by
      rw [← hss]
      linear_combination -s * hb
    congr 1
    exact_mod_cast e
  · rw [hst, Matrix.mulVec_smul, hz, smul_smul, ← neg_smul]
    have e : a = -(s * b) := by linear_combination hb
    congr 1
    exact_mod_cast e
```

For $C\neq0$, the nonzero Hermitian matrix $CC^\dagger$ has an eigenvector $w\ne0$ with real eigenvalue $t\neq0$. Put $z=Cw^*$. Antisymmetry gives $C^*=-C^\dagger$, hence
$$Cz^*=CC^*w=-CC^\dagger w=-tw,$$
so $z\neq0$. Let $p=w\cdot w^*>0$ and $q=z\cdot z^*>0$. Moving $C$ across the product gives
$$q=(Cw^*)\cdot z^*=-w^*\cdot(Cz^*)=tp,$$
so $t>0$. Likewise $z\cdot w^*=(Cw^*)\cdot w^*=-w^*\cdot(Cw^*)=-z\cdot w^*$, so $z\cdot w^*=0$.

With $s=\sqrt t$, set $x=w/\sqrt p$ and $y=-z/(s\sqrt p)$. These are orthonormal, and $Cy^*=sx$, $Cx^*=-sy$. In the code, `a` and `b` are the two rescaling factors, and the final bullets check these five relations.

```lean
/-- From a nonzero antisymmetric amplitude one can subtract a pair determinant so that the
remainder annihilates both conjugated orbitals and has a strictly larger kernel. -/
theorem exists_deflation {C : Matrix n n ℂ} (hC : Cᵀ = -C) (h0 : C ≠ 0) :
    ∃ (s : ℝ) (x y : n → ℂ), 0 < s ∧ x ⬝ᵥ star x = 1 ∧ y ⬝ᵥ star y = 1 ∧ x ⬝ᵥ star y = 0 ∧
      (C - (s : ℂ) • slater x y) *ᵥ star x = 0 ∧ (C - (s : ℂ) • slater x y) *ᵥ star y = 0 ∧
      LinearMap.ker C.mulVecLin < LinearMap.ker (C - (s : ℂ) • slater x y).mulVecLin := by
  obtain ⟨s, x, y, hs, hx, hy, hxy, hCy, hCx⟩ := exists_pair hC h0
  have hs' : (s : ℂ) ≠ 0 := by exact_mod_cast hs.ne'
  have hyx : y ⬝ᵥ star x = 0 := by rw [← overlap_symm, hxy, star_zero]
  have hDx : (C - (s : ℂ) • slater x y) *ᵥ star x = 0 := by
    rw [Matrix.sub_mulVec, Matrix.smul_mulVec, slater_mulVec, hCx, hx, hyx]
    simp
  have hDy : (C - (s : ℂ) • slater x y) *ᵥ star y = 0 := by
    rw [Matrix.sub_mulVec, Matrix.smul_mulVec, slater_mulVec, hCy, hy, hxy]
    simp
  refine ⟨s, x, y, hs, hx, hy, hxy, hDx, hDy, SetLike.lt_iff_le_and_exists.mpr
    ⟨fun z hz => ?_, star x, ?_, fun h => ?_⟩⟩
  · -- vectors killed by `C` have no component along the conjugated orbitals `star x` and `star y`
    rw [LinearMap.mem_ker, Matrix.mulVecLin_apply] at hz ⊢
    have e1 := skew_dot hC (star y) z
    rw [hCy, hz, smul_dotProduct, dotProduct_zero, neg_zero, smul_eq_mul] at e1
    have e2 := skew_dot hC (star x) z
    rw [hCx, hz, neg_dotProduct, smul_dotProduct, dotProduct_zero, neg_zero, neg_eq_zero,
      smul_eq_mul] at e2
    rw [Matrix.sub_mulVec, Matrix.smul_mulVec, slater_mulVec, hz,
      (mul_eq_zero.mp e1).resolve_left hs', (mul_eq_zero.mp e2).resolve_left hs']
    simp
  · rw [LinearMap.mem_ker, Matrix.mulVecLin_apply]
    exact hDx
  · rw [LinearMap.mem_ker, Matrix.mulVecLin_apply, hCx, neg_eq_zero] at h
    rw [(smul_eq_zero.mp h).resolve_left hs', zero_dotProduct] at hy
    exact zero_ne_one hy
```

Let $D=C-sS(x,y)$. By the contraction formula,
$$Dx^*=-sy+sy=0,\qquad Dy^*=sx-sx=0.$$
If $Cz=0$, then $s\,x\cdot z=(Cy^*)\cdot z=-y^*\cdot(Cz)=0$, and similarly $-s\,y\cdot z=(Cx^*)\cdot z=0$. Hence $Dz=0$, and $\ker C\subseteq\ker D$. The inclusion is strict because $x^*$ lies in $\ker D$, while $Cx^*=-sy\neq0$.

## The canonical form

```lean
/-- **Youla form of a two-fermion state.** Every antisymmetric amplitude matrix is a finite sum of
pair determinants with positive coefficients, built from orbitals that are all orthonormal. -/
theorem youla_decomposition (C : Matrix n n ℂ) (hC : Cᵀ = -C) :
    ∃ (r : ℕ) (c : Fin r → ℝ) (u v : Fin r → n → ℂ),
      (∀ m, 0 < c m) ∧ OrthonormalPairs u v ∧ C = pairSum c u v := by
  suffices H : ∀ k : ℕ, ∀ C : Matrix n n ℂ, Cᵀ = -C →
      Fintype.card n - Module.finrank ℂ (LinearMap.ker C.mulVecLin) = k →
      ∃ (r : ℕ) (c : Fin r → ℝ) (u v : Fin r → n → ℂ),
        (∀ m, 0 < c m) ∧ OrthonormalPairs u v ∧ C = pairSum c u v from H _ C hC rfl
  intro k
  induction k using Nat.strong_induction_on with
  | _ k ih =>
    intro C hC hk
    by_cases h0 : C = 0
    · exact ⟨0, fun _ => 1, fun _ => 0, fun _ => 0, fun m => m.elim0,
        ⟨fun m => m.elim0, fun m => m.elim0, fun m => m.elim0⟩, by simp [pairSum, h0]⟩
    obtain ⟨s, x, y, hs, hx, hy, hxy, hDx, hDy, hlt⟩ := exists_deflation hC h0
    have hDt : (C - (s : ℂ) • slater x y)ᵀ = -(C - (s : ℂ) • slater x y) := by
      rw [Matrix.transpose_sub, Matrix.transpose_smul, hC, slater_transpose, smul_neg]
      abel
    have h1 := Submodule.finrank_lt_finrank_of_lt hlt
    have h2 := Submodule.finrank_le (LinearMap.ker (C - (s : ℂ) • slater x y).mulVecLin)
    rw [Module.finrank_fintype_fun_eq_card] at h2
    obtain ⟨r, c, u, v, hc, ho, hD⟩ := ih _ (by omega) _ hDt rfl
    rw [hD] at hDx hDy
    -- the orbitals of the remainder are orthogonal to the pair split off
    have orth : ∀ z, pairSum c u v *ᵥ z = 0 → ∀ m, u m ⬝ᵥ z = 0 ∧ v m ⬝ᵥ z = 0 := by
      intro z hz m
      have hm : (c m : ℂ) ≠ 0 := by exact_mod_cast (hc m).ne'
      have e1 := skew_dot (pairSum_transpose c u v) (star (v m)) z
      rw [(pairSum_partner c ho m).1, hz, smul_dotProduct, dotProduct_zero, neg_zero,
        smul_eq_mul] at e1
      have e2 := skew_dot (pairSum_transpose c u v) (star (u m)) z
      rw [(pairSum_partner c ho m).2, hz, neg_dotProduct, smul_dotProduct, dotProduct_zero,
        neg_zero, neg_eq_zero, smul_eq_mul] at e2
      exact ⟨(mul_eq_zero.mp e1).resolve_left hm, (mul_eq_zero.mp e2).resolve_left hm⟩
    have ux := fun m => (orth _ hDx m).1
    have vx := fun m => (orth _ hDx m).2
    have uy := fun m => (orth _ hDy m).1
    have vy := fun m => (orth _ hDy m).2
    have xu : ∀ m, x ⬝ᵥ star (u m) = 0 := fun m => by rw [← overlap_symm, ux, star_zero]
    have xv : ∀ m, x ⬝ᵥ star (v m) = 0 := fun m => by rw [← overlap_symm, vx, star_zero]
    have yv : ∀ m, y ⬝ᵥ star (v m) = 0 := fun m => by rw [← overlap_symm, vy, star_zero]
    have hz : ∀ j : Fin r, (0 : Fin (r + 1)) ≠ j.succ := fun j => (Fin.succ_ne_zero j).symm
    refine ⟨r + 1, vecCons s c, vecCons x u, vecCons y v, ?_, ⟨?_, ?_, ?_⟩, ?_⟩
    · intro m
      cases m using Fin.cases <;> simp [hs, hc]
    · intro i j
      cases i using Fin.cases <;> cases j using Fin.cases <;> simp [hx, ux, xu, ho.uu, hz]
    · intro i j
      cases i using Fin.cases <;> cases j using Fin.cases <;> simp [hy, vy, yv, ho.vv, hz]
    · intro i j
      cases i using Fin.cases <;> cases j using Fin.cases <;> simp [hxy, uy, xv, ho.uv]
    · have e : pairSum (vecCons s c) (vecCons x u) (vecCons y v)
          = (s : ℂ) • slater x y + pairSum c u v := by
        simp [pairSum, Fin.sum_univ_succ]
      rw [e, ← hD]
      exact (add_sub_cancel _ _).symm
```

The statement reads: for every antisymmetric $C$ there are a number $r$, coefficients $c_m>0$ and jointly orthonormal orbitals with
$$C=\sum_m c_m(u_mv_m^T-v_mu_m^T).$$
Youla's name is also attached to a normal form for general square matrices; this is the antisymmetric case. Uniqueness is not claimed.

The proof is a strong induction on $k=|n|-\dim\ker C$. If $C=0$, take $r=0$, the empty sum. Otherwise $D$ is antisymmetric with a larger kernel, so the induction hypothesis `ih` gives $D=\sum_m c_mS(u_m,v_m)$. The step `orth` shows that the new pair fits:
$$c_m\,u_m\cdot x^*=(Dv_m^*)\cdot x^*=-v_m^*\cdot(Dx^*)=0,$$
and the same argument covers $v_m$ and $y$. Then `vecCons` puts $s,x,y$ in front of the lists, and $C=sS(x,y)+D$.

For two electrons in a finite spin-orbital basis, interacting or not, the wavefunction can therefore be written as a superposition of determinants no two of which share an orbital. The orthonormal orbitals in them are chosen for the given state and are in general not the basis orbitals themselves.

```lean
/-- For a normalised two-fermion state, the canonical form can be chosen with positive
coefficients whose squares sum to one half. -/
theorem youla_normalised (C : Matrix n n ℂ) (hC : Cᵀ = -C) (hN : (C * Cᴴ).trace = 1) :
    ∃ (r : ℕ) (c : Fin r → ℝ) (u v : Fin r → n → ℂ),
      (∀ m, 0 < c m) ∧ OrthonormalPairs u v ∧ C = pairSum c u v ∧ 2 * ∑ m, c m ^ 2 = 1 := by
  obtain ⟨r, c, u, v, hc, ho, rfl⟩ := youla_decomposition C hC
  refine ⟨r, c, u, v, hc, ho, rfl, ?_⟩
  -- overlap of an arbitrary amplitude with a Slater determinant
  have ov : ∀ (M : Matrix n n ℂ) (a b : n → ℂ), (M * (slater a b)ᴴ).trace
      = (M *ᵥ star b) ⬝ᵥ star a - (M *ᵥ star a) ⬝ᵥ star b := by
    intro M a b
    simp only [Matrix.trace, Matrix.diag_apply, Matrix.mul_apply, Matrix.conjTranspose_apply,
      slater, Matrix.of_apply, Matrix.mulVec, dotProduct, Pi.star_apply, Finset.sum_mul,
      ← Finset.sum_sub_distrib]
    refine Finset.sum_congr rfl fun i _ => Finset.sum_congr rfl fun j _ => ?_
    rw [star_sub, star_mul', star_mul']
    ring
  have hH : (pairSum c u v)ᴴ = ∑ m, (c m : ℂ) • (slater (u m) (v m))ᴴ := by
    simp [pairSum, Matrix.conjTranspose_sum, Matrix.conjTranspose_smul]
  have key : (pairSum c u v * (pairSum c u v)ᴴ).trace = 2 * ∑ m, (c m : ℂ) ^ 2 := by
    rw [hH]
    simp only [Finset.mul_sum, Matrix.trace_sum]
    refine Finset.sum_congr rfl fun m _ => ?_
    rw [Matrix.mul_smul, Matrix.trace_smul, ov, (pairSum_partner c ho m).1,
      (pairSum_partner c ho m).2]
    simp only [smul_dotProduct, neg_dotProduct, ho.uu, ho.vv, if_true, smul_eq_mul]
    ring
  rw [key] at hN
  exact_mod_cast hN

end

end TwoFermionCanonicalForm
```

The hypothesis `hN` is $\langle\Psi|\Psi\rangle=\mathrm{Tr}(CC^\dagger)=1$. The local formula `ov` is
$$\mathrm{Tr}\big(M\,S(a,b)^\dagger\big)=(Mb^*)\cdot a^*-(Ma^*)\cdot b^*.$$
For $M=C$, $a=u_m$, $b=v_m$, the partner relations make this $c_m+c_m=2c_m$. Weighting by $c_m$ and summing gives $1=\mathrm{Tr}(CC^\dagger)=2\sum_mc_m^2$: the squared amplitudes of the normalised determinants add to one.

```lean
#print axioms TwoFermionCanonicalForm.youla_decomposition
#print axioms TwoFermionCanonicalForm.youla_normalised
```

```
'TwoFermionCanonicalForm.youla_decomposition' depends on axioms: [propext, Classical.choice, Quot.sound]
'TwoFermionCanonicalForm.youla_normalised' depends on axioms: [propext, Classical.choice, Quot.sound]
```
